# On an odd number of orbitals, the rotation generated by any real antisymmetric matrix leaves some orbital fixed

Suppose I need to solve $Kx=b$ with a real antisymmetric matrix $K$ that mixes five orbitals. Even with row exchanges, exact elimination reaches a column with no nonzero pivot, and trying another antisymmetric $K$ doesn't help. If I don't know that every such matrix is singular, I will look for the fault in my numbers.

I believe that the odd size forces $\det K=0$, and that the rotation $\exp(tK)$ therefore leaves some normalised orbital unchanged for all real $t$. How is this derived, and can it be stated and proved rigorously enough for Lean to check it?

## The fixed orbital is a kernel vector of the generator

Yes. Let $N$ be the number of orbitals, and let a vector $v\in\mathbb R^N$ hold the coefficients of an orbital in an orthonormal basis. The generator satisfies $K^{\mathsf T}=-K$. Transposition doesn't change a determinant, and a sign change of all $N$ rows multiplies it by $(-1)^N$, so for odd $N$

$$\det K=\det K^{\mathsf T}=\det(-K)=(-1)^N\det K=-\det K .$$

Hence $\det K=0$, and there is a vector $w\neq 0$ with $Kw=0$. The vector $v=w/\sqrt{w\cdot w}$ is normalised and also satisfies $Kv=0$.

To see what the rotation does to an orbital, differentiate the exponential series term by term:

$$\frac{d}{dt}\,e^{tK}v=\sum_{k\ge 1}\frac{t^{k-1}}{(k-1)!}K^k v=e^{tK}Kv .$$

If $Kv=0$, this derivative vanishes at every $t$, so $e^{tK}v$ keeps its value at $t=0$, which is $v$. Conversely, if $e^{tK}v=v$ for all $t$, the derivative at $t=0$ gives $Kv=0$. The orbitals fixed at all $t$ are thus exactly those that $K$ annihilates.

The other orbitals keep their overlap with a kernel vector $v$. Since $(e^{tK})^{\mathsf T}=e^{-tK}$, any $w$ satisfies

$$(e^{tK}w)\cdot v=w\cdot(e^{-tK}v)=w\cdot v .$$

In particular, an orbital orthogonal to $v$ stays orthogonal to it.

For three orbitals, numbered from 0, the vector $a=(K_{21},K_{02},K_{10})$ is fixed. The first component of $Ka$ is

$$K_{00}K_{21}+K_{01}K_{02}+K_{02}K_{10}=0+K_{01}K_{02}-K_{02}K_{01}=0,$$

and the other two cancel in the same way. This $a$ is not normalised in general, and it is zero when $K=0$, in which case every orbital is fixed.

In even sizes the conclusion can fail. Take two sets of $m$ orbitals and the generator

$$J=\begin{pmatrix}0&-1\\1&0\end{pmatrix}$$

with $m\times m$ blocks. It is antisymmetric and $J^2=-1$. If $Jv=0$, then $-v=J^2v=0$, so only the zero vector is fixed at all $t$.

## The same claims in Lean

```lean
import Mathlib

open Matrix

namespace OddOrbitalRotation

noncomputable section

variable {n : Type*} [Fintype n] [DecidableEq n]

/-- The matrix `exp(tK)` for any real square matrix `K`, called the rotation with generator `K`
below. -/
def orbitalRotation (K : Matrix n n ℝ) (t : ℝ) : Matrix n n ℝ :=
  NormedSpace.exp (t • K)

/-- An antisymmetric generator acting on an odd number of orbitals has determinant zero. -/
theorem det_eq_zero_of_odd (K : Matrix n n ℝ) (hK : Kᵀ = -K)
    (hn : Odd (Fintype.card n)) : K.det = 0 := by
  -- transposition keeps the determinant, the sign change reverses it
  have h : K.det = -K.det := by
    calc K.det = Kᵀ.det := (Matrix.det_transpose K).symm
      _ = (-K).det := by rw [hK]
      _ = -K.det := by rw [Matrix.det_neg, hn.neg_one_pow, neg_one_mul]
  linarith

/-- Equation of motion of a rotated orbital: the derivative of `exp(tK) v` with respect to `t`
is `exp(tK) K v`. -/
theorem hasDerivAt_rotated_orbital (K : Matrix n n ℝ) (v : n → ℝ) (t : ℝ) :
    HasDerivAt (fun s : ℝ => orbitalRotation K s *ᵥ v)
      (orbitalRotation K t *ᵥ (K *ᵥ v)) t := by
  let : NormedRing (Matrix n n ℝ) := Matrix.linftyOpNormedRing
  let : NormedAlgebra ℝ (Matrix n n ℝ) := Matrix.linftyOpNormedAlgebra
  have h : HasDerivAt (fun s : ℝ => NormedSpace.exp (s • K))
      (NormedSpace.exp (t • K) * K) t := hasDerivAt_exp_smul_const K t
  -- applying a matrix to the fixed vector `v` is linear in the matrix
  let L : Matrix n n ℝ →ₗ[ℝ] (n → ℝ) :=
    { toFun := fun M => M *ᵥ v
      map_add' := fun A B => Matrix.add_mulVec A B v
      map_smul' := fun c A => by
        ext i
        simp [Matrix.mulVec, dotProduct, Finset.mul_sum, mul_assoc] }
  rw [Matrix.mulVec_mulVec]
  exact (LinearMap.toContinuousLinearMap L).hasFDerivAt.comp_hasDerivAt t h

/-- An orbital is unchanged by the rotation at all `t` exactly when the generator
annihilates it. -/
theorem fixed_iff_generator_annihilates (K : Matrix n n ℝ) (v : n → ℝ) :
    (∀ t : ℝ, orbitalRotation K t *ᵥ v = v) ↔ K *ᵥ v = 0 := by
  have h0 : orbitalRotation K 0 = 1 := by
    simp [orbitalRotation, NormedSpace.exp_zero]
  constructor
  · intro h
    -- a constant orbit has zero velocity at `t = 0`
    have d := hasDerivAt_rotated_orbital K v 0
    have e : (fun s : ℝ => orbitalRotation K s *ᵥ v) = fun _ => v := funext h
    rw [e, h0, Matrix.one_mulVec] at d
    exact d.unique (hasDerivAt_const (0 : ℝ) v)
  · intro h t
    -- zero velocity at all times makes the orbit constant
    have d : ∀ s : ℝ, HasDerivAt (fun s : ℝ => orbitalRotation K s *ᵥ v) 0 s := by
      intro s
      have := hasDerivAt_rotated_orbital K v s
      rwa [h, Matrix.mulVec_zero] at this
    have c := is_const_of_deriv_eq_zero (fun s => (d s).differentiableAt)
      (fun s => (d s).deriv) t 0
    simpa only [h0, Matrix.one_mulVec] using c

/-- For an odd number of orbitals, every antisymmetric generator has a normalised orbital that
it annihilates and that the rotation `exp(tK)` leaves unchanged for all real `t`. -/
theorem exists_invariant_orbital (K : Matrix n n ℝ) (hK : Kᵀ = -K)
    (hn : Odd (Fintype.card n)) :
    ∃ v : n → ℝ, v ⬝ᵥ v = 1 ∧ K *ᵥ v = 0 ∧
      ∀ t : ℝ, orbitalRotation K t *ᵥ v = v := by
  obtain ⟨w, hw, hKw⟩ :=
    Matrix.exists_mulVec_eq_zero_iff.mpr (det_eq_zero_of_odd K hK hn)
  have hnonneg : 0 ≤ w ⬝ᵥ w := Finset.sum_nonneg fun i _ => mul_self_nonneg (w i)
  have hne : w ⬝ᵥ w ≠ 0 := fun h => hw (dotProduct_self_eq_zero.mp h)
  have hs : Real.sqrt (w ⬝ᵥ w) ≠ 0 := fun h => hne ((Real.sqrt_eq_zero hnonneg).mp h)
  -- normalise the kernel vector
  have hker : K *ᵥ ((Real.sqrt (w ⬝ᵥ w))⁻¹ • w) = 0 := by
    rw [Matrix.mulVec_smul, hKw, smul_zero]
  refine ⟨(Real.sqrt (w ⬝ᵥ w))⁻¹ • w, ?_, hker,
    (fixed_iff_generator_annihilates K _).mpr hker⟩
  rw [smul_dotProduct, dotProduct_smul, smul_eq_mul, smul_eq_mul]
  have hsq := Real.mul_self_sqrt hnonneg
  generalize Real.sqrt (w ⬝ᵥ w) = s at hs hsq
  rw [← hsq]
  field_simp

/-- The overlap of any rotated orbital with an orbital annihilated by the antisymmetric
generator does not depend on `t`. -/
theorem overlap_with_invariant_orbital (K : Matrix n n ℝ) (hK : Kᵀ = -K)
    (v w : n → ℝ) (hv : K *ᵥ v = 0) (t : ℝ) :
    (orbitalRotation K t *ᵥ w) ⬝ᵥ v = w ⬝ᵥ v := by
  -- the transposed rotation is the rotation run backwards
  have hT : (orbitalRotation K t)ᵀ = orbitalRotation K (-t) := by
    unfold orbitalRotation
    rw [← Matrix.exp_transpose, Matrix.transpose_smul, hK, smul_neg, neg_smul]
  rw [dotProduct_comm, Matrix.dotProduct_mulVec, ← Matrix.mulVec_transpose, hT,
    (fixed_iff_generator_annihilates K v).mpr hv, dotProduct_comm]

/-- For three orbitals, the vector `(K₂₁, K₀₂, K₁₀)` built from the entries of the antisymmetric
generator (indices from 0) is unchanged by the rotation. -/
theorem three_orbital_axis (K : Matrix (Fin 3) (Fin 3) ℝ) (hK : Kᵀ = -K) (t : ℝ) :
    orbitalRotation K t *ᵥ ![K 2 1, K 0 2, K 1 0] = ![K 2 1, K 0 2, K 1 0] := by
  have h : ∀ i j, K j i = -K i j := fun i j => congrFun (congrFun hK i) j
  have e0 : K 0 0 * K 2 1 + K 0 1 * K 0 2 + K 0 2 * K 1 0 = 0 := by
    linear_combination (K 2 1 / 2) * h 0 0 + K 0 2 * h 1 0
  have e1 : K 1 0 * K 2 1 + K 1 1 * K 0 2 + K 1 2 * K 1 0 = 0 := by
    linear_combination (K 0 2 / 2) * h 1 1 + K 1 0 * h 2 1
  have e2 : K 2 0 * K 2 1 + K 2 1 * K 0 2 + K 2 2 * K 1 0 = 0 := by
    linear_combination (K 1 0 / 2) * h 2 2 + K 2 1 * h 0 2
  refine (fixed_iff_generator_annihilates K _).mpr ?_ t
  ext i
  fin_cases i
  · simpa [Matrix.mulVec, dotProduct, Fin.sum_univ_three] using e0
  · simpa [Matrix.mulVec, dotProduct, Fin.sum_univ_three] using e1
  · simpa [Matrix.mulVec, dotProduct, Fin.sum_univ_three] using e2

/-- The generator on two equal sets of orbitals that rotates each orbital of the first set into
its partner in the second. -/
def pairGenerator (n : Type*) [DecidableEq n] : Matrix (n ⊕ n) (n ⊕ n) ℝ :=
  Matrix.fromBlocks 0 (-1) 1 0

/-- The pair generator, which acts on an even number of orbitals, is antisymmetric, and only the
zero vector is unchanged by its rotation at all `t`. -/
theorem even_no_invariant_orbital :
    (pairGenerator n)ᵀ = -pairGenerator n ∧
      ∀ v : n ⊕ n → ℝ,
        (∀ t : ℝ, orbitalRotation (pairGenerator n) t *ᵥ v = v) → v = 0 := by
  constructor
  · simp [pairGenerator, Matrix.fromBlocks_transpose, Matrix.fromBlocks_neg]
  · intro v hv
    have hker := (fixed_iff_generator_annihilates _ v).mp hv
    -- the generator squares to minus one, so its kernel is trivial
    have hsq : pairGenerator n * pairGenerator n = -1 := by
      rw [pairGenerator, Matrix.fromBlocks_multiply, ← Matrix.fromBlocks_one,
        Matrix.fromBlocks_neg]
      simp
    have h : (pairGenerator n * pairGenerator n) *ᵥ v = 0 := by
      rw [← Matrix.mulVec_mulVec, hker, Matrix.mulVec_zero]
    rw [hsq, Matrix.neg_mulVec, Matrix.one_mulVec] at h
    exact neg_eq_zero.mp h

end

end OddOrbitalRotation
```

```lean
#print axioms OddOrbitalRotation.exists_invariant_orbital
#print axioms OddOrbitalRotation.overlap_with_invariant_orbital
#print axioms OddOrbitalRotation.three_orbital_axis
#print axioms OddOrbitalRotation.even_no_invariant_orbital
```

```
'OddOrbitalRotation.exists_invariant_orbital' depends on axioms: [propext, Classical.choice, Quot.sound]
'OddOrbitalRotation.overlap_with_invariant_orbital' depends on axioms: [propext, Classical.choice, Quot.sound]
'OddOrbitalRotation.three_orbital_axis' depends on axioms: [propext, Classical.choice, Quot.sound]
'OddOrbitalRotation.even_no_invariant_orbital' depends on axioms: [propext, Classical.choice, Quot.sound]
```

## What the theorems say about orbitals

The finite type `n` labels the basis orbitals, and `Fintype.card n` is the number $N$ used above. A function `n → ℝ` is a coefficient vector, `*ᵥ` applies a matrix to it, and `⬝ᵥ` is the dot product. Reading that product as an overlap assumes an orthonormal basis. The definition `orbitalRotation K t` is $\exp(tK)$, acting from the left on coefficient columns.

The main theorem, `exists_invariant_orbital`, takes antisymmetry (`hK`) and an odd number of orbitals (`hn`). It returns a vector `v` with $v\cdot v=1$, $Kv=0$ and $e^{tK}v=v$ for every real $t$. This orbital is in general a linear combination of the basis orbitals, and it depends on $K$. Nothing is said about its energy or occupation.

`overlap_with_invariant_orbital` needs antisymmetry but not odd size. In `even_no_invariant_orbital` the index type is `n ⊕ n`, two copies of the same set, so the size is $2m$ with `n` of size $m$.

In SCF orbital optimisation, where an update can be written as $\exp(K)$, the result means that an update with a single real antisymmetric generator $K$ on a finite, odd number of orbitals leaves at least one direction of orbital space unmoved. The restriction to real matrices matters for the coefficient vector: the $1\times1$ anti-Hermitian matrix $(i)$ has determinant $i$, and $e^{t(i)}$ multiplies the only orbital by a phase. That changes the vector, though not the physical state it describes.

## How the Lean proof follows the derivation

`det_eq_zero_of_odd` is the determinant chain. `Matrix.det_neg` supplies the factor $(-1)^N$, `hn.neg_one_pow` turns it into $-1$, and `linarith` concludes from $\det K=-\det K$.

`hasDerivAt_rotated_orbital` proves the equation of motion. It chooses a norm on matrices so that Mathlib's derivative of the exponential, `hasDerivAt_exp_smul_const`, applies. The map `L`, which sends a matrix $M$ to $Mv$, is linear and hence continuous in finite dimension, and the chain rule carries the derivative from the matrix to the orbital.

`fixed_iff_generator_annihilates` contains both directions of the equivalence. From a constant orbit, uniqueness of the derivative at $t=0$ gives $Kv=0$. From $Kv=0$, `is_const_of_deriv_eq_zero` equates the values at $t$ and at $0$.

`exists_invariant_orbital` obtains `w` from the zero determinant by `Matrix.exists_mulVec_eq_zero_iff`. It shows that $\sqrt{w\cdot w}\neq0$, rescales `w`, and applies the equivalence to the rescaled vector. The last lines check that its norm is one.

In `overlap_with_invariant_orbital`, the step `hT` is the identity $(e^{tK})^{\mathsf T}=e^{-tK}$. The rewriting then moves the rotation onto `v`, which is fixed at $-t$ as well.

In `three_orbital_axis`, the equations `e0`, `e1` and `e2` are the three components of $Ka=0$. Each `linear_combination` derives one of them from the antisymmetry relations `h`, including the vanishing of the diagonal entry.

`even_no_invariant_orbital` checks antisymmetry block by block. It then computes $J^2=-1$ in `hsq` and applies this to a vector that the equivalence has placed in the kernel.
